# On symmetry-equivalent atoms, a field of one-dimensional symmetry type is fixed by one site-symmetric vector

To count the displacement patterns of a molecule or crystal that have a given symmetry, one must first say what a symmetry operation does to a pattern. Here an operation carries the vector at each atom to the image of that atom and transforms the vector on the way. A pattern has a one-dimensional symmetry type if every operation merely multiplies it by a number, such as $+1$ or $-1$. When all the atoms are symmetry-equivalent, the patterns of any one such type correspond one to one to the vectors at a single atom that transform by the same numbers under the operations fixing that atom. A count over the whole structure becomes a count at one site.

The symmetry group is $G$, the set of atoms is $X$, and the vector attached to each atom lies in a space $V$ over the scalars $k$. For real displacements, $k=\mathbb R$ and $V=\mathbb R^3$; complex multipliers, such as Bloch phases, call for $k=\mathbb C$ and $V=\mathbb C^3$. Neither $G$ nor $X$ need be finite, so a space group acting on an infinite set of atoms is allowed; a pattern is then any function on the atoms, with no condition of decay. The Lean class `Field k` refers to the scalars, whereas "field" in the text below means a function $u:X\to V$.

```lean
import Mathlib

open MulAction

namespace SiteSymmetryModes

noncomputable section

variable {k G X V : Type*} [Field k] [Group G] [MulAction G X]
  [AddCommGroup V] [Module k V]
```

## Symmetry types of fields and of site vectors

Let $\rho(g)$ be the linear map by which $g\in G$ transforms a vector of $V$. The operation acts on a field by
$$(g u)(x)=\rho(g)\,u(g^{-1}x).$$
This respects products:
$$(g(hu))(x)=\rho(g)\rho(h)\,u(h^{-1}g^{-1}x)=\rho(gh)\,u((gh)^{-1}x)=((gh)u)(x).$$
The identity leaves every field unchanged. In Lean, `Representation k G V` is such a family of linear maps, and `fieldRep X ρ` is the resulting representation on fields. The action on atoms is written `g • x`.

```lean
/-- The action of the symmetry group on fields over the atoms: the operation `g` carries the
vector at the atom `g⁻¹ x` to the atom `x` and transforms it by `ρ g`. -/
def fieldRep (X : Type*) [MulAction G X] (ρ : Representation k G V) :
    Representation k G (X → V) where
  toFun g :=
    { toFun := fun u x => ρ g (u (g⁻¹ • x))
      map_add' := fun u w => funext fun x => by simp
      map_smul' := fun c u => funext fun x => by simp }
  map_one' := LinearMap.ext fun u => funext fun x => by simp
  map_mul' g h := LinearMap.ext fun u => funext fun x => by simp [mul_smul]
```

A symmetry type is a map $\chi:G\to k$ with $\chi(gh)=\chi(g)\chi(h)$ and $\chi(1)=1$, which is what `G →* k` denotes. A vector $v$ has type $\chi$ if
$$\rho(g)v=\chi(g)v\qquad\text{for all } g\in G.$$
Both sides are linear in $v$, so these vectors form a subspace. Its name, `covariant`, has nothing to do with the covariant indices of tensor calculus. Applied to `fieldRep X ρ`, the same definition gives the fields of type $\chi$.

Degenerate types, such as $E$ of $C_{3v}$, need matrices in place of the numbers $\chi(g)$. What is called the site-symmetry theorem in the code below therefore concerns nondegenerate types.

```lean
/-- The vectors of symmetry type `χ`: every operation `g` multiplies them by the number `χ g`. -/
def covariant (ρ : Representation k G V) (χ : G →* k) : Submodule k V where
  carrier := {v | ∀ g, ρ g v = χ g • v}
  add_mem' := by
    intro a b ha hb
    simp only [Set.mem_ofPred_eq] at *
    intro g
    rw [map_add, ha g, hb g, smul_add]
  zero_mem' := by
    simp only [Set.mem_ofPred_eq]
    intro g
    rw [map_zero, smul_zero]
  smul_mem' := by
    intro c v hv
    simp only [Set.mem_ofPred_eq] at *
    intro g
    rw [map_smul, hv g, smul_comm]
```

Now choose an atom $x_0$. Its site group, or stabilizer, is $S=\{s\in G: s x_0=x_0\}$. A site vector of type $\chi$ satisfies the weaker condition
$$\rho(s)v=\chi(s)v\qquad\text{for all } s\in S.$$
The code obtains it by composing $\rho$ and $\chi$ with the inclusion of $S$ in $G$.

```lean
/-- The vectors at the atom `x₀` that transform by `χ` under the site group, that is, under the
operations that leave `x₀` in place. -/
abbrev siteCovariant (ρ : Representation k G V) (χ : G →* k) (x₀ : X) : Submodule k V :=
  covariant (MonoidHom.comp ρ (stabilizer G x₀).subtype)
    (MonoidHom.comp χ (stabilizer G x₀).subtype)
```

## From a field to its value at one atom

The numbers $\chi(g)$ will be divided by, so they must not vanish. Indeed
$$\chi(g)\chi(g^{-1})=\chi(1)=1,$$
which would read $0=1$ if $\chi(g)$ were zero.

```lean
/-- A one-dimensional character of a group never vanishes. -/
theorem character_ne_zero (χ : G →* k) (g : G) : χ g ≠ 0 := by
  intro h
  have h1 : χ g * χ g⁻¹ = 1 := by rw [← map_mul, mul_inv_cancel, map_one]
  rw [h, zero_mul] at h1
  exact zero_ne_one h1
```

Let $u$ be a field of type $\chi$, so that $\rho(g)u(g^{-1}y)=\chi(g)u(y)$ for every atom $y$. Setting $y=gx$ gives
$$\chi(g)\,u(gx)=\rho(g)\,u(x).$$
The vector at one atom thus determines the vector at each of its images. In the proof, `congrFun` evaluates the equality of fields at $gx$, and `inv_smul_smul` replaces $g^{-1}gx$ by $x$.

```lean
/-- In a field `u` of symmetry type `χ`, the vectors at an atom `x` and at its image `g x` are
related by `χ(g) u(g x) = ρ(g) u(x)`. -/
theorem field_at_image {ρ : Representation k G V} {χ : G →* k} {u : X → V}
    (hu : u ∈ covariant (fieldRep X ρ) χ) (g : G) (x : X) :
    χ g • u (g • x) = ρ g (u x) := by
  have h : ρ g (u (g⁻¹ • g • x)) = χ g • u (g • x) := congrFun (hu g) (g • x)
  rw [inv_smul_smul] at h
  exact h.symm
```

For an operation $s\in S$ and the atom $x=x_0$, this relation becomes
$$\chi(s)\,u(x_0)=\rho(s)\,u(x_0).$$
So $u(x_0)$ is a site vector of type $\chi$. Evaluation at $x_0$ is linear, and `siteValue` is this evaluation as a linear map from the fields of type $\chi$ to the site vectors of type $\chi$.

```lean
/-- Reading off the vector at the atom `x₀` sends a field of symmetry type `χ` to a vector that
transforms by `χ` under the site group of `x₀`. -/
def siteValue (ρ : Representation k G V) (χ : G →* k) (x₀ : X) :
    covariant (fieldRep X ρ) χ →ₗ[k] siteCovariant ρ χ x₀ where
  toFun u := ⟨u.1 x₀, by
    intro s
    have e := field_at_image u.2 (s : G) x₀
    rw [mem_stabilizer_iff.mp s.2] at e
    exact e.symm⟩
  map_add' _ _ := rfl
  map_smul' _ _ := rfl
```

## Spreading a site vector over the atoms

In the other direction, a site vector $v$ should produce the vector $\chi(g)^{-1}\rho(g)v$ at the atom $gx_0$. Several operations may reach the same atom, and they must agree. Suppose $gx_0=hx_0$. Then $s=h^{-1}g$ fixes $x_0$, and
$$\rho(g)v=\rho(h)\rho(s)v=\chi(s)\,\rho(h)v,\qquad \chi(g)=\chi(h)\chi(s).$$
Dividing, the factor $\chi(s)$ cancels:
$$\chi(g)^{-1}\rho(g)v=\chi(h)^{-1}\chi(s)^{-1}\chi(s)\,\rho(h)v=\chi(h)^{-1}\rho(h)v.$$
In the code, `hs` places $h^{-1}g$ in the site group, `h1` and `h2` are the two displayed factorizations, and the last rewrite does the cancellation.

```lean
/-- If `v` transforms by `χ` under the site group of `x₀`, then two operations that carry `x₀` to
the same atom transport `v` to the same vector `χ(g)⁻¹ ρ(g) v` there. -/
theorem transport_well_defined {ρ : Representation k G V} {χ : G →* k} {x₀ : X} {v : V}
    (hv : v ∈ siteCovariant ρ χ x₀) {g h : G} (e : g • x₀ = h • x₀) :
    (χ g)⁻¹ • ρ g v = (χ h)⁻¹ • ρ h v := by
  -- the two operations differ by an element of the site group
  have hs : h⁻¹ * g ∈ stabilizer G x₀ := by
    rw [mem_stabilizer_iff, mul_smul, e, inv_smul_smul]
  have hsv : ρ (h⁻¹ * g) v = χ (h⁻¹ * g) • v := hv ⟨_, hs⟩
  have h1 : ρ g v = χ (h⁻¹ * g) • ρ h v := by
    calc ρ g v = ρ (h * (h⁻¹ * g)) v := by rw [mul_inv_cancel_left]
      _ = ρ h (ρ (h⁻¹ * g) v) := LinearMap.congr_fun (map_mul ρ h (h⁻¹ * g)) v
      _ = χ (h⁻¹ * g) • ρ h v := by rw [hsv, map_smul]
  have h2 : χ g = χ h * χ (h⁻¹ * g) := by rw [← map_mul, mul_inv_cancel_left]
  rw [h1, h2, smul_smul, mul_inv, mul_assoc,
    inv_mul_cancel₀ (character_ne_zero χ (h⁻¹ * g)), mul_one]
```

Equivalence of all the atoms is the hypothesis `IsPretransitive G X`: any atom can be carried to any other. Evaluation at $x_0$ is then a bijection.

It is injective. If $u$ and $w$ are fields of type $\chi$ with $u(x_0)=w(x_0)$, then for every $g$
$$\chi(g)u(gx_0)=\rho(g)u(x_0)=\rho(g)w(x_0)=\chi(g)w(gx_0).$$
Since $\chi(g)\neq0$ and every atom has the form $gx_0$, the fields coincide.

It is surjective. Given a site vector $v$ of type $\chi$, choose for each atom $x$ an operation $r_x$ with $r_xx_0=x$, and define
$$u(x)=\chi(r_x)^{-1}\rho(r_x)v.$$
Both $r_x$ and $g\,r_{g^{-1}x}$ carry $x_0$ to $x$, so the agreement just shown gives
$$u(x)=\chi(g)^{-1}\chi(r_{g^{-1}x})^{-1}\rho(g)\rho(r_{g^{-1}x})v=\chi(g)^{-1}\rho(g)\,u(g^{-1}x).$$
Multiplying by $\chi(g)$ shows that $u$ has type $\chi$. At $x_0$, the operations $r_{x_0}$ and $1$ reach the same atom, hence $u(x_0)=v$.

The two branches of the Lean proof follow these two arguments. The tactic `choose` supplies the function `r`, and `transport_well_defined` is used once for the symmetry of the field and once for its value at $x_0$.

```lean
/-- Site-symmetry theorem: when all atoms are symmetry-equivalent, reading off the vector at one
atom is a linear bijection from the fields of symmetry type `χ` onto the vectors that transform
by `χ` under the site group of that atom. -/
theorem siteValue_bijective [IsPretransitive G X] (ρ : Representation k G V) (χ : G →* k)
    (x₀ : X) : Function.Bijective (siteValue ρ χ x₀) := by
  constructor
  · -- the value at one atom fixes the field everywhere
    intro u w h
    have h0 : u.1 x₀ = w.1 x₀ := congrArg Subtype.val h
    apply Subtype.ext
    funext x
    obtain ⟨g, rfl⟩ := exists_smul_eq G x₀ x
    have hu := field_at_image u.2 g x₀
    have hw := field_at_image w.2 g x₀
    rw [h0, ← hw] at hu
    exact smul_right_injective V (character_ne_zero χ g) hu
  · -- spread a site vector over the atoms, choosing an operation `r x` that reaches `x`
    rintro ⟨v, hv⟩
    choose r hr using fun x : X => exists_smul_eq G x₀ x
    refine ⟨⟨fun x => (χ (r x))⁻¹ • ρ (r x) v, ?_⟩, ?_⟩
    · intro g
      funext x
      show ρ g ((χ (r (g⁻¹ • x)))⁻¹ • ρ (r (g⁻¹ • x)) v) = χ g • ((χ (r x))⁻¹ • ρ (r x) v)
      have e : r x • x₀ = (g * r (g⁻¹ • x)) • x₀ := by
        rw [mul_smul, hr x, hr (g⁻¹ • x), smul_inv_smul]
      have m : ρ (g * r (g⁻¹ • x)) v = ρ g (ρ (r (g⁻¹ • x)) v) :=
        LinearMap.congr_fun (map_mul ρ _ _) v
      rw [transport_well_defined hv e, m, map_mul χ, map_smul (ρ g), smul_smul, mul_inv,
        mul_inv_cancel_left₀ (character_ne_zero χ g)]
    · apply Subtype.ext
      show (χ (r x₀))⁻¹ • ρ (r x₀) v = v
      have e : r x₀ • x₀ = (1 : G) • x₀ := by rw [hr x₀, one_smul]
      rw [transport_well_defined hv e]
      simp
```

## Counting the fields

A linear bijection preserves dimension:
$$\dim\{\text{fields of type }\chi\}=\dim\{\text{site vectors of type }\chi\}.$$
Lean's `Module.finrank` is this dimension when it is finite, and is set to zero otherwise.

In a harmonic vibration calculation for one set of equivalent atoms, this number is the size of the force-constant block belonging to a nondegenerate type $\chi$. That reading requires the force-constant matrix to commute with the symmetry operations, a physical property of the energy that does not enter the hypotheses here. The count includes rigid translations and rotations whenever they have type $\chi$, and it says nothing about frequencies.

```lean
/-- When all atoms are symmetry-equivalent, the number of independent fields of type `χ` equals
the number of independent vectors of type `χ` under the site group of one atom. -/
theorem finrank_covariant_eq_site [IsPretransitive G X] (ρ : Representation k G V)
    (χ : G →* k) (x₀ : X) :
    Module.finrank k (covariant (fieldRep X ρ) χ) = Module.finrank k (siteCovariant ρ χ x₀) :=
  (LinearEquiv.ofBijective _ (siteValue_bijective ρ χ x₀)).finrank_eq
```

An atom in general position is fixed by the identity alone, which Lean writes as `stabilizer G x₀ = ⊥`. The site condition then reduces to $\rho(1)v=\chi(1)v$, that is, $v=v$. Every vector qualifies, and
$$\dim\{\text{fields of type }\chi\}=\dim V.$$
For displacements in space there are three independent fields of each one-dimensional type. The proof shows that the site subspace is all of $V$ and applies the previous equality.

```lean
/-- Atoms in general position: when all atoms are symmetry-equivalent and only the identity fixes
`x₀`, the number of independent fields of type `χ` is the dimension of `V`. -/
theorem finrank_general_position [IsPretransitive G X] (ρ : Representation k G V)
    (χ : G →* k) (x₀ : X) (h : stabilizer G x₀ = ⊥) :
    Module.finrank k (covariant (fieldRep X ρ) χ) = Module.finrank k V := by
  have htop : siteCovariant ρ χ x₀ = ⊤ := by
    rw [eq_top_iff]
    intro v _ s
    have hs : (s : G) = 1 := Subgroup.mem_bot.mp (h.le s.2)
    show ρ (s : G) v = χ (s : G) • v
    rw [hs]
    simp
  rw [finrank_covariant_eq_site ρ χ x₀, htop, finrank_top]
```

At the opposite extreme, let an operation $s$ fix $x_0$ and reverse every vector, $\rho(s)v=-v$. This describes atomic displacements when $x_0$ lies at an inversion centre; magnetic moments, being axial vectors, are not reversed by inversion. For a field $u$ of type $\chi$,
$$\chi(s)u(x_0)=\rho(s)u(x_0)=-u(x_0),\qquad\text{so}\qquad(\chi(s)+1)\,u(x_0)=0.$$
If $\chi(s)\neq-1$, then $u(x_0)=0$. For every $g$ it follows that $\chi(g)u(gx_0)=\rho(g)\,0=0$, and the field vanishes at all atoms. Equivalent atoms at inversion centres therefore have no nonzero displacement field of a one-dimensional type that is even under inversion about one of these atoms.

The word "modes" in the theorem's name refers to these symmetry-adapted fields and not to normal modes with frequencies. The Lean proof follows the calculation directly: `e'` is the equation with the factor $\chi(s)+1$, and the closing lines carry the zero from $x_0$ to the other atoms.

```lean
/-- Selection rule at an inversion centre: let all atoms be symmetry-equivalent and let `s` fix
the atom `x₀` and reverse every vector. Then a type `χ` with `χ(s) ≠ -1` has no nonzero field. -/
theorem no_modes_at_inversion_centre [IsPretransitive G X] (ρ : Representation k G V)
    (χ : G →* k) (x₀ : X) (s : G) (hs : s • x₀ = x₀) (hinv : ∀ v, ρ s v = -v)
    (hχ : χ s ≠ -1) : covariant (fieldRep X ρ) χ = ⊥ := by
  rw [eq_bot_iff]
  intro u hu
  rw [Submodule.mem_bot]
  -- the vector at the inversion centre vanishes
  have e := field_at_image hu s x₀
  rw [hs, hinv] at e
  have e' : (χ s + 1) • u x₀ = 0 := by rw [add_smul, one_smul, e, neg_add_cancel]
  have h0 : u x₀ = 0 :=
    (smul_eq_zero.mp e').resolve_left fun h => hχ (eq_neg_of_add_eq_zero_left h)
  -- hence so does the vector at every equivalent atom
  funext x
  obtain ⟨g, rfl⟩ := exists_smul_eq G x₀ x
  have hg := field_at_image hu g x₀
  rw [h0, map_zero] at hg
  exact (smul_eq_zero.mp hg).resolve_left (character_ne_zero χ g)

end

end SiteSymmetryModes
```

```lean
#print axioms SiteSymmetryModes.finrank_covariant_eq_site
-- 'SiteSymmetryModes.finrank_covariant_eq_site' depends on axioms: [propext, Classical.choice, Quot.sound]
#print axioms SiteSymmetryModes.finrank_general_position
-- 'SiteSymmetryModes.finrank_general_position' depends on axioms: [propext, Classical.choice, Quot.sound]
#print axioms SiteSymmetryModes.no_modes_at_inversion_centre
-- 'SiteSymmetryModes.no_modes_at_inversion_centre' depends on axioms: [propext, Classical.choice, Quot.sound]
```
